# Auxiliary-field weights with different couplings lose their overlap exponentially in the number of signs

Let $s_i=\pm1$ be $n$ independent uniform signs and let $W_a=\prod_i e^{a s_i}/\cosh a$ for a real coupling $a$; then $E[W_a]=1$, and the normalized overlap $E[W_aW_b]/\sqrt{E[W_a^2]\,E[W_b^2]}$ equals $\bigl(\cosh(a+b)/\sqrt{\cosh 2a\cosh 2b}\bigr)^n$, which tends to zero as $n\to\infty$ exactly when $a\neq b$. If the two distinct couplings are also nonzero, the correlation coefficient of $W_a$ and $W_b$ tends to zero as well.

```lean
import Mathlib

open Filter Topology

namespace AuxiliaryFieldWeights

noncomputable section

/-- The two values `+1` and `-1` of an auxiliary field at one site. -/
def spin : Bool → ℝ
  | true => 1
  | false => -1

/-- The expectation of `f` over `n` independent uniform signs. -/
def mean {n : ℕ} (f : (Fin n → Bool) → ℝ) : ℝ := (∑ s, f s) / 2 ^ n

/-- The weight `∏ exp(a sᵢ) / cosh a` of a walker with coupling `a` in the field `s`. -/
def weight {n : ℕ} (a : ℝ) (s : Fin n → Bool) : ℝ :=
  ∏ i, Real.exp (a * spin (s i)) / Real.cosh a

/-- The moment `E[W_a W_b]` of two walkers driven by the same `n` signs. -/
def moment (n : ℕ) (a b : ℝ) : ℝ :=
  mean (fun s : Fin n → Bool => weight a s * weight b s)

/-- The normalized overlap `E[W_a W_b] / √(E[W_a²] E[W_b²])`. -/
def overlap (n : ℕ) (a b : ℝ) : ℝ :=
  moment n a b / √(moment n a a * moment n b b)

/-- The covariance `E[W_a W_b] - E[W_a] E[W_b]` of two weights. -/
def covariance (n : ℕ) (a b : ℝ) : ℝ :=
  moment n a b - mean (weight (n := n) a) * mean (weight (n := n) b)

/-- The correlation coefficient of two weights, meant for weights of nonzero variance. -/
def correlation (n : ℕ) (a b : ℝ) : ℝ :=
  covariance n a b / √(covariance n a a * covariance n b b)

/-- Independence of the sites: the mean of a product of equal one-site factors is the
`n`-th power of the one-site mean. -/
theorem mean_prod {n : ℕ} (g : Bool → ℝ) :
    mean (fun s : Fin n → Bool => ∏ i, g (s i)) = ((g true + g false) / 2) ^ n := by
  have h := Fintype.sum_pow g n
  unfold mean
  rw [← h, Fintype.sum_bool, div_pow]

/-- The average of `exp(c s)` over one uniform sign `s` is `cosh c`. -/
theorem site_average (c : ℝ) :
    (Real.exp (c * spin true) + Real.exp (c * spin false)) / 2 = Real.cosh c := by
  have ht : c * spin true = c := by simp [spin]
  have hf : c * spin false = -c := by simp [spin]
  rw [ht, hf, Real.cosh_eq]

/-- The weights are normalized: `E[W_a] = 1`. -/
theorem mean_weight (n : ℕ) (a : ℝ) : mean (weight (n := n) a) = 1 := by
  refine (mean_prod (fun t => Real.exp (a * spin t) / Real.cosh a)).trans ?_
  show ((Real.exp (a * spin true) / Real.cosh a
    + Real.exp (a * spin false) / Real.cosh a) / 2) ^ n = 1
  rw [← add_div, div_right_comm, site_average, div_self (Real.cosh_pos a).ne', one_pow]

/-- Two walkers in the same field have `E[W_a W_b] = (cosh(a+b) / (cosh a cosh b))ⁿ`. -/
theorem moment_eq (n : ℕ) (a b : ℝ) :
    moment n a b = (Real.cosh (a + b) / (Real.cosh a * Real.cosh b)) ^ n := by
  -- the product of two weights is again a product over sites, with coupling `a + b`
  have h : (fun s : Fin n → Bool => weight a s * weight b s) = fun s =>
      ∏ i, Real.exp ((a + b) * spin (s i)) / (Real.cosh a * Real.cosh b) := by
    funext s
    unfold weight
    rw [← Finset.prod_mul_distrib]
    refine Finset.prod_congr rfl fun i _ => ?_
    rw [add_mul, Real.exp_add, div_mul_div_comm]
  unfold moment
  rw [h]
  refine (mean_prod
    (fun t => Real.exp ((a + b) * spin t) / (Real.cosh a * Real.cosh b))).trans ?_
  show ((Real.exp ((a + b) * spin true) / (Real.cosh a * Real.cosh b)
    + Real.exp ((a + b) * spin false) / (Real.cosh a * Real.cosh b)) / 2) ^ n = _
  rw [← add_div, div_right_comm, site_average]

/-- The normalized overlap is `(cosh(a+b) / √(cosh 2a cosh 2b))ⁿ`. -/
theorem overlap_eq (n : ℕ) (a b : ℝ) :
    overlap n a b =
      (Real.cosh (a + b) / √(Real.cosh (2 * a) * Real.cosh (2 * b))) ^ n := by
  have ha := Real.cosh_pos a
  have hb := Real.cosh_pos b
  have hA := Real.cosh_pos (2 * a)
  have hB := Real.cosh_pos (2 * b)
  have hpow : ∀ x : ℝ, 0 ≤ x → √(x ^ n) = √x ^ n := by
    intro x hx
    rw [← Real.sqrt_sq (pow_nonneg (Real.sqrt_nonneg x) n), ← pow_mul, mul_comm n 2,
      pow_mul, Real.sq_sqrt hx]
  have hsplit : Real.cosh (2 * a) / (Real.cosh a * Real.cosh a)
      * (Real.cosh (2 * b) / (Real.cosh b * Real.cosh b))
      = Real.cosh (2 * a) * Real.cosh (2 * b) / (Real.cosh a * Real.cosh b) ^ 2 := by
    rw [div_mul_div_comm]
    congr 1
    ring
  rw [overlap, moment_eq, moment_eq, moment_eq, ← two_mul a, ← two_mul b, ← mul_pow,
    hsplit, hpow _ (by positivity), Real.sqrt_div (by positivity),
    Real.sqrt_sq (by positivity), ← div_pow, div_div_div_cancel_right₀ (by positivity)]

/-- The gap behind the decorrelation: `cosh 2a cosh 2b = cosh²(a+b) + sinh²(a-b)`. -/
theorem cosh_gap (a b : ℝ) :
    Real.cosh (2 * a) * Real.cosh (2 * b)
      = Real.cosh (a + b) ^ 2 + Real.sinh (a - b) ^ 2 := by
  rw [Real.cosh_two_mul, Real.cosh_two_mul, Real.cosh_add, Real.sinh_sub]
  ring

/-- The normalized overlap of two walkers tends to zero with the number of signs
exactly when their couplings differ. -/
theorem overlap_tendsto_zero_iff (a b : ℝ) :
    Tendsto (fun n => overlap n a b) atTop (𝓝 0) ↔ a ≠ b := by
  simp only [overlap_eq]
  constructor
  · -- equal couplings give overlap one for every `n`
    rintro h rfl
    have h1 : Real.cosh (a + a) / √(Real.cosh (2 * a) * Real.cosh (2 * a)) = 1 := by
      rw [Real.sqrt_mul_self (Real.cosh_pos _).le, ← two_mul,
        div_self (Real.cosh_pos _).ne']
    simp only [h1, one_pow] at h
    exact one_ne_zero (tendsto_nhds_unique tendsto_const_nhds h)
  · intro hab
    have hs : Real.sinh (a - b) ≠ 0 := fun h => hab (sub_eq_zero.mp (Real.sinh_eq_zero.mp h))
    have hp := Real.cosh_pos (a + b)
    have hD := mul_pos (Real.cosh_pos (2 * a)) (Real.cosh_pos (2 * b))
    refine tendsto_pow_atTop_nhds_zero_of_lt_one (by positivity) ?_
    rw [div_lt_one (Real.sqrt_pos.mpr hD), Real.lt_sqrt hp.le, cosh_gap]
    have : 0 < Real.sinh (a - b) ^ 2 := by positivity
    linarith

/-- For a nonzero coupling the one-site second moment of the weight exceeds one. -/
theorem one_lt_site_moment {a : ℝ} (ha : a ≠ 0) :
    1 < Real.cosh (a + a) / (Real.cosh a * Real.cosh a) := by
  have hc := Real.cosh_pos a
  have hs : Real.sinh a ≠ 0 := fun h => ha (Real.sinh_eq_zero.mp h)
  rw [one_lt_div (mul_pos hc hc), Real.cosh_add]
  have : 0 < Real.sinh a * Real.sinh a := mul_self_pos.mpr hs
  linarith

/-- For distinct nonzero couplings both weights fluctuate as soon as there is a sign, and
their correlation coefficient tends to zero with the number of signs. -/
theorem correlation_tendsto_zero {a b : ℝ} (ha : a ≠ 0) (hb : b ≠ 0) (hab : a ≠ b) :
    (∀ n, 0 < n → 0 < covariance n a a ∧ 0 < covariance n b b) ∧
      Tendsto (fun n => correlation n a b) atTop (𝓝 0) := by
  have hcov : ∀ n x y, covariance n x y = moment n x y - 1 := by
    intro n x y
    rw [covariance, mean_weight, mean_weight, one_mul]
  have hpos : ∀ n x, 0 < moment n x x := by
    intro n x
    have h1 := Real.cosh_pos x
    have h2 := Real.cosh_pos (x + x)
    rw [moment_eq]
    positivity
  have hinv : ∀ x : ℝ, x ≠ 0 → Tendsto (fun n => (moment n x x)⁻¹) atTop (𝓝 0) := by
    intro x hx
    simp only [moment_eq]
    exact tendsto_inv_atTop_zero.comp
      (tendsto_pow_atTop_atTop_of_one_lt (one_lt_site_moment hx))
  refine ⟨fun n hn => ?_, ?_⟩
  · rw [hcov, hcov, moment_eq, moment_eq]
    exact ⟨sub_pos.mpr (one_lt_pow₀ (one_lt_site_moment ha) hn.ne'),
      sub_pos.mpr (one_lt_pow₀ (one_lt_site_moment hb) hn.ne')⟩
  -- divide numerator and denominator by the root of the product of the second moments
  have key : ∀ n, correlation n a b =
      (overlap n a b - √((moment n a a)⁻¹ * (moment n b b)⁻¹))
        / √((1 - (moment n a a)⁻¹) * (1 - (moment n b b)⁻¹)) := by
    intro n
    have h : ∀ x, moment n x x * (1 - (moment n x x)⁻¹) = moment n x x - 1 := by
      intro x
      rw [mul_sub, mul_one, mul_inv_cancel₀ (hpos n x).ne']
    have e : (moment n a a - 1) * (moment n b b - 1) = (moment n a a * moment n b b)
        * ((1 - (moment n a a)⁻¹) * (1 - (moment n b b)⁻¹)) := by
      rw [mul_mul_mul_comm, h, h]
    rw [correlation, hcov, hcov, hcov, e,
      Real.sqrt_mul (mul_pos (hpos n a) (hpos n b)).le, ← div_div, sub_div _ 1,
      ← mul_inv, Real.sqrt_inv, overlap, one_div]
  have h1 := (overlap_tendsto_zero_iff a b).mpr hab
  have h2 := ((hinv a ha).mul (hinv b hb)).sqrt
  have h3 := (((hinv a ha).const_sub 1).mul ((hinv b hb).const_sub 1)).sqrt
  rw [mul_zero, Real.sqrt_zero] at h2
  rw [sub_zero, mul_one, Real.sqrt_one] at h3
  have h4 := (h1.sub h2).div h3 one_ne_zero
  rw [sub_zero, zero_div] at h4
  exact h4.congr fun n => (key n).symm

end

end AuxiliaryFieldWeights
```

```lean
#print axioms AuxiliaryFieldWeights.overlap_tendsto_zero_iff
-- 'AuxiliaryFieldWeights.overlap_tendsto_zero_iff' depends on axioms: [propext, Classical.choice, Quot.sound]
#print axioms AuxiliaryFieldWeights.correlation_tendsto_zero
-- 'AuxiliaryFieldWeights.correlation_tendsto_zero' depends on axioms: [propext, Classical.choice, Quot.sound]
```

## Two walkers driven by one field

In auxiliary-field Monte Carlo for the Hubbard model, a discrete Hubbard–Stratonovich transformation can replace the on-site interaction by an average over signs, one for each site and time slice. A walker carried through a given field picks up a factor from every sign. Here that factor is the number $e^{as_i}/\cosh a$, where the coupling $a$ stands for how strongly the walker responds to the field. Dividing by $\cosh a$ fixes the mean factor at one.

A field configuration is a function `s : Fin n → Bool`, and `spin` turns `true` into $+1$ and `false` into $-1$. The index $i$ runs from $0$ to $n-1$ and labels all signs together, whether they belong to different sites or different slices. The expectation `mean f` is the sum of `f` over all $2^n$ configurations divided by $2^n$, so independence and uniformity are built into the definition. The product $W_a$ is `weight a s`.

Three quantities compare two walkers in the same field:

- `moment n a b` is $E[W_aW_b]$, and `moment n a a` is the second moment $E[W_a^2]$.
- `overlap n a b` is $E[W_aW_b]/\sqrt{E[W_a^2]E[W_b^2]}$, the cosine of the angle between the weights as vectors over the configurations.
- `correlation n a b` is the covariance divided by the root of the product of the variances. Unlike the overlap, it subtracts the means.

The difference between the last two is visible at $b=0$. The weight $W_0=1$ is constant and has no correlation coefficient with anything, yet its overlap with $W_a$ is well defined and decays when $a\neq0$. This is why `correlation_tendsto_zero` assumes `a ≠ 0` and `b ≠ 0`, whereas `overlap_tendsto_zero_iff` needs neither. The correlation theorem also states that both variances are positive for every $n>0$. It gives a limit and no rate. The exponential rate in `overlap_eq` is that of the overlap. For distinct nonzero couplings of the same sign the correlation coefficient decays at this rate too; for nonzero couplings of opposite sign it decays more slowly.

The result describes correlated sampling with shared auxiliary fields in a one-parameter model where a walker is only a positive number. There are no Slater determinants, importance sampling, constraints, population control or complex phases, and each walker has the same coupling to every sign. The couplings stay fixed as $n$ grows, which corresponds to a longer path or a larger system at fixed time step, and not to a refinement of the time step, where the couplings would shrink.

## Averages that factor over the signs

Let $g$ be any function of one sign. Summing a product over all configurations gives a product of sums, so

$$E\Bigl[\prod_i g(s_i)\Bigr]=\frac{1}{2^n}\sum_s\prod_i g(s_i)=\left(\frac{g(+1)+g(-1)}{2}\right)^n .$$

This is `mean_prod`, where Mathlib's `Fintype.sum_pow` supplies the exchange of sum and product. The one-site average needed is

$$\frac{e^{c}+e^{-c}}{2}=\cosh c,$$

which is `site_average`. With $g(s)=e^{as}/\cosh a$ the bracket is $\cosh a/\cosh a=1$, hence $E[W_a]=1$, the theorem `mean_weight`.

For two walkers the exponentials at each site combine:

$$W_aW_b=\prod_i\frac{e^{(a+b)s_i}}{\cosh a\cosh b},\qquad E[W_aW_b]=\left(\frac{\cosh(a+b)}{\cosh a\cosh b}\right)^n .$$

In `moment_eq`, the auxiliary statement `h` merges the two products, and `mean_prod` with `site_average` then finishes as before.

Setting $b=a$ gives $E[W_a^2]=(\cosh 2a/\cosh^2 a)^n$. All quantities are positive, so the root in the overlap can be taken factor by factor:

$$\sqrt{E[W_a^2]E[W_b^2]}=\left(\frac{\sqrt{\cosh 2a\cosh 2b}}{\cosh a\cosh b}\right)^n .$$

Dividing $E[W_aW_b]$ by this cancels $\cosh a\cosh b$ and leaves

$$\left(\frac{\cosh(a+b)}{\sqrt{\cosh 2a\cosh 2b}}\right)^n .$$

The proof of `overlap_eq` takes the same route: `hsplit` collects the denominators into a square, `hpow` moves the root inside the $n$-th power, and the common denominator is cancelled at the end.

## A squared hyperbolic sine separates the couplings

The limit depends on whether the base of this power is below one. Write $C_a=\cosh a$, $S_a=\sinh a$, and likewise for $b$. Since $\cosh 2a=C_a^2+S_a^2$,

$$\begin{aligned}
\cosh 2a\cosh 2b&=(C_a^2+S_a^2)(C_b^2+S_b^2)\\
&=(C_aC_b+S_aS_b)^2+(S_aC_b-C_aS_b)^2\\
&=\cosh^2(a+b)+\sinh^2(a-b).
\end{aligned}$$

This is `cosh_gap`; after the addition formulas are inserted, `ring` checks the middle equality.

If $a\neq b$, then $\sinh(a-b)\neq0$, so $\cosh(a+b)<\sqrt{\cosh 2a\cosh 2b}$. The base lies strictly between $0$ and $1$, and its powers tend to zero. If $a=b$, the base is exactly one and the overlap is one for every $n$, so it cannot tend to zero. These are the two directions of `overlap_tendsto_zero_iff`. The equal-coupling case is refuted there by uniqueness of limits, because a constant sequence of ones would have to converge to zero.

## Why the subtracted means disappear

Because both means are one, the covariance is $E[W_aW_b]-1$ and the variance of $W_a$ is $M_a-1$, with $M_a=E[W_a^2]$. The one-site factor of $M_a$ is

$$\frac{\cosh 2a}{\cosh^2a}=1+\tanh^2a,$$

which exceeds one when $a\neq0$; this inequality is `one_lt_site_moment`. So the variance is positive for $n>0$, and $M_a$ grows without bound.

Let $O_n$ be the overlap at $n$ signs. Dividing the numerator and denominator of the correlation coefficient by $\sqrt{M_aM_b}$ gives

$$\frac{E[W_aW_b]-1}{\sqrt{(M_a-1)(M_b-1)}}=\frac{O_n-1/\sqrt{M_aM_b}}{\sqrt{(1-1/M_a)(1-1/M_b)}} .$$

For distinct nonzero couplings $O_n\to0$, $1/M_a\to0$ and $1/M_b\to0$. The numerator tends to zero and the denominator to one, so the quotient tends to zero.

In `correlation_tendsto_zero`, `hcov` rewrites the covariances, `hinv` gives the decay of the inverse second moments, and `key` is the displayed identity. The limits `h1`, `h2` and `h3` are those of the overlap, the subtracted term and the denominator, and `h4` combines them. At $n=0$ the coefficient is $0/0$, which Lean evaluates as zero; this single value has no influence on the limit.

A single sign shows that the decay comes from having many of them. For $n=1$ one has $W_a=1+s_0\tanh a$, so two weights with nonzero couplings are both linear in the same sign. Their correlation coefficient is $+1$ if the couplings have the same sign and $-1$ otherwise.

## Shared random fields in a calculation

Correlated sampling runs two calculations with the same random numbers in the hope that fluctuations cancel in the difference. For these weights a code would draw the signs once, form $m=\sum_i s_i$, and store

$$\log W_a=a\,m-n\log\cosh a,\qquad \log W_b=b\,m-n\log\cosh b .$$

Working with logarithms avoids overflow and underflow for long paths.

The benefit of sharing the field can be read off from

$$\operatorname{Var}(W_a-W_b)=M_a+M_b-2E[W_aW_b].$$

Since $2\sqrt{M_aM_b}\le M_a+M_b$, the cross term removes at most a fraction $O_n$ of $M_a+M_b$. Once the overlap is small, the shared field hardly reduces the noise of $W_a-W_b$.

How soon this happens depends on how close the couplings are. For $a=0.5$ and $b=0.3$ the base is about $0.989$. The overlap is then about $0.33$ at $n=100$ and about $10^{-5}$ at $n=1000$.

The formulas give exact expectations, while a run estimates them from finitely many fields. For a nonzero coupling and large $n$, the average of $W_a^2$ is dominated by fields with $m/n$ near $\tanh 2a$, which uniform sampling rarely produces, so a sampled overlap can be badly wrong. In this model the exact value is available for comparison: the weights depend on the field only through $m$, and the $2^n$ configurations reduce to $n+1$ values of $m$ with binomial probabilities.
